# At fixed total charge, a quadratic energy with positive definite hardness is lowest exactly where the atomic electronegativities are equal

## Equal electronegativities at an energy maximum

When the energy is quadratic in the atomic charges, setting all atomic electronegativities equal gives linear equations for the charges, but a solution need only be a stationary point of the energy at fixed total charge. Take two atoms with hardnesses $a$, $b$ and coupling $c$. If $a+b<2c$, the solution is a maximum with respect to charge transfer, and the energy falls without bound on either side. Positive definite hardness excludes this.

## The charge model

Atom $i$ carries a partial charge $q_i$, positive when electrons are lost. With bare electronegativities $\chi_i$ and a symmetric hardness matrix $J$, the energy is

$$E(q)=\chi\cdot q+\tfrac12\,q\cdot Jq .$$

Its derivative with respect to $q_i$ is $\chi_i+(Jq)_i$, the electronegativity of the atom in the molecule. The factor $\tfrac12$ makes $J_{ii}$ the full second derivative. Positive definiteness means that every non-zero charge pattern, neutral overall or not, makes the quadratic term $\tfrac12\,q\cdot Jq$ positive; this is assumed of $J$, not derived from electronic structure.

For a charge-equilibration force field of this quadratic form, at a fixed geometry where $J$ is positive definite, the result says that the linear solve finds the unique minimum at the given total charge. It concerns atomic charges, not the electron density of density functional theory.

## What the theorems say

The atoms form a finite non-empty type `n`. `energy` is $E$, `localChi` is the vector $\chi+Jq$, and `J.PosDef`, which every theorem here assumes, includes the symmetry of $J$. `IsGroundCharge χ J Q q` says that $q$ sums to $Q$ and that no other charges with that sum have lower energy.

Write $\mathbf 1$ for the vector of ones, $u=J^{-1}\mathbf 1$, $s=\mathbf 1\cdot u$ (`softness`) and $f=u/s$ (`fukui`). `electronegativity_equalisation` states that each $Q$ has exactly one ground distribution. For any family $q(Q)$ of ground distributions,

$$\frac{dq}{dQ}=f,\qquad \frac{dE}{dQ}=\chi_i+(Jq)_i\ \text{ for every } i,\qquad \frac{d^2E}{dQ^2}=\frac1s .$$

`isGroundCharge_iff_equalised` adds that charges of total $Q$ are the ground distribution exactly when their electronegativities are equal.

Here $Q$ and the charges are unrestricted real numbers, and $\chi$ and $J$ do not depend on them.

## Derivation

**Expansion.** Since $J$ is symmetric, $q\cdot Jd=d\cdot Jq$, so

$$E(q+d)=E(q)+(\chi+Jq)\cdot d+\tfrac12\,d\cdot Jd .$$

**Positive softness.** $Ju=\mathbf 1\neq0$, so $u\neq0$ and $s=u\cdot Ju>0$.

**Equalised charges.** Solving $\chi+Jq=\mu\mathbf 1$ gives $q=\mu u-J^{-1}\chi$. Its sum is $\mu s-\mathbf 1\cdot J^{-1}\chi$, which equals $Q$ when

$$\mu(Q)=\frac{Q+\mathbf 1\cdot J^{-1}\chi}{s}.$$

**Minimum.** Let $p$ have the same total charge and put $d=p-q$. Then $\mu\mathbf 1\cdot d=0$, and

$$E(p)-E(q)=\tfrac12\,d\cdot Jd,$$

which is positive unless $p=q$. So $q$ is the only minimiser.

**Response.** Changing the total charge from $Q$ to $M$ changes $\mu$ by $(M-Q)/s$, hence $q$ by $(M-Q)f$. Since $\mathbf 1\cdot f=1$ and $Jf=\mathbf 1/s$, we have $f\cdot Jf=1/s$. With $E_{\min}(Q)$ the lowest energy at total charge $Q$, the expansion gives

$$E_{\min}(M)=E_{\min}(Q)+\mu(Q)(M-Q)+\frac{(M-Q)^2}{2s}.$$

The slope at $Q$ is $\mu(Q)$, whose own slope is $1/s$.

**Neutral diatomic.** Number the atoms 0 and 1. With $q_1=-q_0$, equalisation reads $\chi_0+(a-c)q_0=\chi_1+(c-b)q_0$, so

$$q_0=\frac{\chi_1-\chi_0}{a+b-2c}.$$

The denominator is the hardness form of $(1,-1)$, hence positive.

## The Lean file

```lean
import Mathlib

open Matrix

namespace ElectronegativityEqualisation

noncomputable section

variable {n : Type*} [Fintype n] [DecidableEq n]

/-- The energy `χ·q + q·Jq/2` of the atomic charges `q`. -/
def energy (χ : n → ℝ) (J : Matrix n n ℝ) (q : n → ℝ) : ℝ :=
  χ ⬝ᵥ q + (q ⬝ᵥ J *ᵥ q) / 2

/-- The electronegativities `χ_i + (Jq)_i` of the atoms in the molecule. -/
def localChi (χ : n → ℝ) (J : Matrix n n ℝ) (q : n → ℝ) : n → ℝ :=
  χ + J *ᵥ q

/-- The charges `q` add up to `Q` and have the lowest energy among all charges that do. -/
def IsGroundCharge (χ : n → ℝ) (J : Matrix n n ℝ) (Q : ℝ) (q : n → ℝ) : Prop :=
  ∑ i, q i = Q ∧ ∀ p : n → ℝ, ∑ i, p i = Q → energy χ J q ≤ energy χ J p

/-- The total softness `s = 1ᵀ J⁻¹ 1`, for invertible `J`. -/
def softness (J : Matrix n n ℝ) : ℝ := ∑ i, (J⁻¹ *ᵥ (1 : n → ℝ)) i

/-- The Fukui vector `J⁻¹ 1 / s`, for invertible `J` with non-zero softness. -/
def fukui (J : Matrix n n ℝ) : n → ℝ := (1 / softness J) • (J⁻¹ *ᵥ (1 : n → ℝ))

/-- The molecular electronegativity `(Q + 1ᵀ J⁻¹ χ) / s`, for invertible `J` with non-zero
softness. -/
def globalChi (χ : n → ℝ) (J : Matrix n n ℝ) (Q : ℝ) : ℝ :=
  (Q + ∑ i, (J⁻¹ *ᵥ χ) i) / softness J

/-- The charges `J⁻¹ (μ 1 - χ)` with `μ` the molecular electronegativity, for invertible `J`
with non-zero softness. -/
def eqCharge (χ : n → ℝ) (J : Matrix n n ℝ) (Q : ℝ) : n → ℝ :=
  globalChi χ J Q • (J⁻¹ *ᵥ (1 : n → ℝ)) - J⁻¹ *ᵥ χ

variable {J : Matrix n n ℝ}

omit [DecidableEq n] in
/-- A charge shift `d` changes the energy by the local electronegativities times `d`, plus
half the hardness form of `d`. -/
theorem energy_add (hJ : J.PosDef) (χ q d : n → ℝ) :
    energy χ J (q + d) = energy χ J q + localChi χ J q ⬝ᵥ d + (d ⬝ᵥ J *ᵥ d) / 2 := by
  have hT : Jᵀ = J := by
    ext i j
    simpa using hJ.isHermitian.apply i j
  have hv : q ᵥ* J = J *ᵥ q := by
    have h := Matrix.vecMul_transpose J q
    rwa [hT] at h
  -- symmetry of the hardness form
  have h1 : q ⬝ᵥ J *ᵥ d = d ⬝ᵥ J *ᵥ q := by
    rw [Matrix.dotProduct_mulVec, hv]
    exact dotProduct_comm _ _
  have h2 : (J *ᵥ q) ⬝ᵥ d = d ⬝ᵥ J *ᵥ q := dotProduct_comm _ _
  simp only [energy, localChi, Matrix.mulVec_add, dotProduct_add, add_dotProduct]
  linear_combination (1 / 2) * h1 - h2

/-- The hardness matrix undoes its inverse on every vector. -/
theorem hardness_mulVec_inv (hJ : J.PosDef) (v : n → ℝ) : J *ᵥ (J⁻¹ *ᵥ v) = v := by
  rw [Matrix.mulVec_mulVec,
    Matrix.mul_nonsing_inv _ (isUnit_iff_ne_zero.mpr hJ.det_pos.ne'), Matrix.one_mulVec]

variable [Nonempty n]

/-- The total softness is positive. -/
theorem softness_pos (hJ : J.PosDef) : 0 < softness J := by
  have hv := hardness_mulVec_inv hJ (1 : n → ℝ)
  have hne : J⁻¹ *ᵥ (1 : n → ℝ) ≠ 0 := by
    intro h
    rw [h, Matrix.mulVec_zero] at hv
    obtain ⟨i⟩ := ‹Nonempty n›
    have := congrFun hv i
    simp at this
  have h := hJ.dotProduct_mulVec_pos hne
  rw [star_trivial, hv] at h
  simp only [dotProduct, Pi.one_apply, mul_one] at h
  exact h

/-- The charges `eqCharge` add up to `Q`, and every atom then has the molecular
electronegativity. -/
theorem eqCharge_equalised (hJ : J.PosDef) (χ : n → ℝ) (Q : ℝ) :
    ∑ i, eqCharge χ J Q i = Q ∧
      ∀ i, localChi χ J (eqCharge χ J Q) i = globalChi χ J Q := by
  constructor
  · simp only [eqCharge, Pi.sub_apply, Pi.smul_apply, smul_eq_mul, Finset.sum_sub_distrib,
      ← Finset.mul_sum]
    change globalChi χ J Q * softness J - _ = Q
    rw [globalChi, div_mul_cancel₀ _ (softness_pos hJ).ne']
    ring
  · intro i
    simp only [localChi, eqCharge, Matrix.mulVec_sub, Matrix.mulVec_smul,
      hardness_mulVec_inv hJ, Pi.add_apply, Pi.sub_apply, Pi.smul_apply, Pi.one_apply,
      smul_eq_mul]
    ring

omit [DecidableEq n] [Nonempty n] in
/-- If `q` has equalised electronegativities, any `p` of the same total charge lies above it
in energy by half the hardness form of `p - q`. -/
theorem energy_gap (hJ : J.PosDef) {χ q p : n → ℝ} {μ : ℝ}
    (hμ : ∀ i, localChi χ J q i = μ) (hs : ∑ i, p i = ∑ i, q i) :
    energy χ J p = energy χ J q + ((p - q) ⬝ᵥ J *ᵥ (p - q)) / 2 := by
  have h := energy_add hJ χ q (p - q)
  -- the first-order term vanishes: the electronegativities are equal and `p - q` sums to zero
  have h0 : localChi χ J q ⬝ᵥ (p - q) = 0 := by
    simp only [dotProduct, hμ, Pi.sub_apply, ← Finset.mul_sum, Finset.sum_sub_distrib]
    rw [hs, sub_self, mul_zero]
  rw [add_sub_cancel, h0, add_zero] at h
  exact h

/-- The charges of lowest energy at total charge `Q` are `eqCharge` and no others. -/
theorem isGroundCharge_iff_eq (hJ : J.PosDef) {χ q : n → ℝ} {Q : ℝ} :
    IsGroundCharge χ J Q q ↔ q = eqCharge χ J Q := by
  obtain ⟨hsum, hμ⟩ := eqCharge_equalised hJ χ Q
  have key : ∀ p : n → ℝ, ∑ i, p i = Q → p ≠ eqCharge χ J Q →
      energy χ J (eqCharge χ J Q) < energy χ J p := by
    intro p hp hne
    have h := hJ.dotProduct_mulVec_pos (sub_ne_zero.mpr hne)
    rw [star_trivial] at h
    have hg := energy_gap hJ hμ (hp.trans hsum.symm)
    linarith
  constructor
  · rintro ⟨hq, hmin⟩
    by_contra hne
    exact not_lt_of_ge (hmin _ hsum) (key q hq hne)
  · intro hq
    rw [hq]
    refine ⟨hsum, fun p hp => ?_⟩
    rcases eq_or_ne p (eqCharge χ J Q) with h | h
    · exact le_of_eq (by rw [h])
    · exact (key p hp h).le

/-- Charges of total `Q` have the lowest energy exactly when all atoms have the same
electronegativity. -/
theorem isGroundCharge_iff_equalised (hJ : J.PosDef) {χ q : n → ℝ} {Q : ℝ}
    (hq : ∑ i, q i = Q) :
    IsGroundCharge χ J Q q ↔ ∃ μ, ∀ i, localChi χ J q i = μ := by
  constructor
  · intro h
    rw [(isGroundCharge_iff_eq hJ).1 h]
    exact ⟨_, (eqCharge_equalised hJ χ Q).2⟩
  · rintro ⟨μ, hμ⟩
    refine ⟨hq, fun p hp => ?_⟩
    have hg := energy_gap hJ hμ (hp.trans hq.symm)
    have h := hJ.posSemidef.dotProduct_mulVec_nonneg (p - q)
    rw [star_trivial] at h
    linarith

/-- Between total charges `Q` and `M` the charges `eqCharge` move along the Fukui vector, and
their energy follows a parabola with slope `globalChi` at `Q` and curvature `1/s`. -/
theorem response (hJ : J.PosDef) (χ : n → ℝ) (Q M : ℝ) :
    eqCharge χ J M = eqCharge χ J Q + (M - Q) • fukui J ∧
      energy χ J (eqCharge χ J M) = energy χ J (eqCharge χ J Q)
        + globalChi χ J Q * (M - Q) + (M - Q) ^ 2 / (2 * softness J) := by
  have hr : eqCharge χ J M = eqCharge χ J Q + (M - Q) • fukui J := by
    ext i
    simp only [eqCharge, fukui, globalChi, Pi.add_apply, Pi.sub_apply, Pi.smul_apply,
      smul_eq_mul]
    ring
  refine ⟨hr, ?_⟩
  have hχ : localChi χ J (eqCharge χ J Q) = globalChi χ J Q • (1 : n → ℝ) := by
    ext i
    rw [(eqCharge_equalised hJ χ Q).2 i]
    simp
  have hJf : J *ᵥ fukui J = (1 / softness J) • (1 : n → ℝ) := by
    rw [fukui, Matrix.mulVec_smul, hardness_mulVec_inv hJ]
  -- the Fukui vector sums to one
  have h1 : (1 : n → ℝ) ⬝ᵥ fukui J = 1 := by
    simp only [dotProduct, fukui, Pi.one_apply, one_mul, Pi.smul_apply, smul_eq_mul,
      ← Finset.mul_sum]
    exact one_div_mul_cancel (softness_pos hJ).ne'
  have h2 : fukui J ⬝ᵥ (1 : n → ℝ) = 1 := by
    rw [dotProduct_comm]
    exact h1
  rw [hr, energy_add hJ, hχ, Matrix.mulVec_smul, hJf]
  simp only [smul_dotProduct, dotProduct_smul, h1, h2, smul_eq_mul]
  ring

/-- Each total charge has exactly one charge distribution of lowest energy. It changes with
`Q` by the Fukui vector, the slope of the minimal energy is the electronegativity of every
atom, and its second derivative is `1/s`. -/
theorem electronegativity_equalisation (hJ : J.PosDef) (χ : n → ℝ) :
    (∀ Q, ∃! p, IsGroundCharge χ J Q p) ∧
    ∀ q : ℝ → n → ℝ, (∀ Q, IsGroundCharge χ J Q (q Q)) → ∀ Q,
      HasDerivAt q (fukui J) Q ∧
      (∀ i, HasDerivAt (fun M => energy χ J (q M)) (localChi χ J (q Q) i) Q) ∧
      HasDerivAt (deriv fun M => energy χ J (q M)) (1 / softness J) Q := by
  refine ⟨fun Q => ⟨eqCharge χ J Q, (isGroundCharge_iff_eq hJ).2 rfl,
    fun p hp => (isGroundCharge_iff_eq hJ).1 hp⟩, ?_⟩
  intro q hq Q
  have hfun : q = eqCharge χ J := funext fun M => (isGroundCharge_iff_eq hJ).1 (hq M)
  rw [hfun]
  have hd : ∀ N : ℝ, HasDerivAt (fun M : ℝ => M - N) 1 N :=
    fun N => (hasDerivAt_id' N).sub_const N
  -- slope of the minimal energy, read off from the parabola
  have hE : ∀ N, HasDerivAt (fun M => energy χ J (eqCharge χ J M)) (globalChi χ J N) N := by
    intro N
    rw [funext fun M => (response hJ χ N M).2]
    have h := (((hd N).const_mul (globalChi χ J N)).const_add
      (energy χ J (eqCharge χ J N))).fun_add (((hd N).fun_pow 2).div_const (2 * softness J))
    exact h.congr_deriv (by simp)
  refine ⟨?_, fun i => ?_, ?_⟩
  · rw [funext fun M => (response hJ χ Q M).1]
    exact (((hd Q).smul_const (fukui J)).const_add (eqCharge χ J Q)).congr_deriv
      (one_smul ℝ _)
  · rw [(eqCharge_equalised hJ χ Q).2 i]
    exact hE Q
  · rw [funext fun N => (hE N).deriv]
    exact ((hasDerivAt_id' Q).add_const (∑ i, (J⁻¹ *ᵥ χ) i)).div_const (softness J)

/-- In a neutral diatomic with hardnesses `a`, `b` and coupling `c`, the first atom carries
the charge `(χ₁ - χ₀) / (a + b - 2c)`. -/
theorem diatomic_charge {a b c : ℝ} (hJ : (!![a, c; c, b] : Matrix (Fin 2) (Fin 2) ℝ).PosDef)
    {χ q : Fin 2 → ℝ} (hq : IsGroundCharge χ !![a, c; c, b] 0 q) :
    q 0 = (χ 1 - χ 0) / (a + b - 2 * c) := by
  obtain ⟨μ, hμ⟩ := (isGroundCharge_iff_equalised hJ hq.1).1 hq
  have h0 : χ 0 + (a * q 0 + c * q 1) = μ := by
    rw [← hμ 0]
    simp [localChi, dotProduct, Fin.sum_univ_two]
  have h1 : χ 1 + (c * q 0 + b * q 1) = μ := by
    rw [← hμ 1]
    simp [localChi, dotProduct, Fin.sum_univ_two]
  have hs : q 0 + q 1 = 0 := by
    rw [← Fin.sum_univ_two]
    exact hq.1
  -- the hardness form of `(1, -1)` is positive
  have hne : (![1, -1] : Fin 2 → ℝ) ≠ 0 := by
    intro h
    have := congrFun h 0
    simp at this
  have hp := hJ.dotProduct_mulVec_pos hne
  have hval : (![1, -1] : Fin 2 → ℝ) ⬝ᵥ !![a, c; c, b] *ᵥ ![1, -1] = a + b - 2 * c := by
    simp [Matrix.mulVec, dotProduct, Fin.sum_univ_two]
    ring
  rw [star_trivial, hval] at hp
  rw [eq_div_iff hp.ne']
  linear_combination h0 - h1 + (b - c) * hs

end

end ElectronegativityEqualisation
```

```lean
#print axioms ElectronegativityEqualisation.electronegativity_equalisation
#print axioms ElectronegativityEqualisation.diatomic_charge
```

```
'ElectronegativityEqualisation.electronegativity_equalisation' depends on axioms: [propext, Classical.choice, Quot.sound]
'ElectronegativityEqualisation.diatomic_charge' depends on axioms: [propext, Classical.choice, Quot.sound]
```

## From the expansion to the derivatives

`energy_add` is the expansion; its `h1` is the symmetry of the mixed term. `softness_pos` applies positive definiteness to $u$. `eqCharge_equalised` checks the sum and the common electronegativity of the explicit charges, with `globalChi` as $\mu(Q)$.

`energy_gap` removes the first-order term. In `isGroundCharge_iff_eq`, the step `key` turns the gap into a strict inequality, which gives both minimality and uniqueness. `isGroundCharge_iff_equalised` needs only a non-negative gap for its converse direction.

`response` proves the affine charges and the exact parabola. In the main theorem, `hfun` uses uniqueness to replace the given family by `eqCharge`. Then `hE` differentiates the parabola at every total charge, so the first derivative is known as a function, `globalChi`, and can be differentiated again.

`diatomic_charge` works directly from the two equalised electronegativities and neutrality; its last `linear_combination` eliminates $q_1$.
